# A two-element FEM-DVR basis: orthonormal with diagonal potential under the composite quadrature, and kinked at the shared node

To put a local potential into an FEM-DVR Hamiltonian, one evaluates it at the grid points and writes the values on the matrix diagonal; no overlap matrix is stored. This is justified when the matrix elements are computed with the quadrature of the grid itself. The problems below establish it for one particle in one dimension on two adjacent elements, and examine the function that joins them.

## The grid and its functions

The elements \([a,c]\) and \([c,b]\) share the node \(c\). The finite, non-empty sets \(L\) and \(R\) (`left`, `right`) hold their other nodes. The positive quadrature weights are \(u\) on the left and \(v\) on the right; `u` is not a radial wave function here. Node positions are otherwise free. Gauss–Lobatto grids, which include \(a\) and \(b\), are a special case.

```lean
import Mathlib

namespace TwoElementDVR

noncomputable section

/-- Two adjacent elements `[a, c]` and `[c, b]` sharing the node `c`. Each has at least one
further node, and positive quadrature weights `u` (left) and `v` (right) at its nodes. -/
structure Mesh where
  a : ℝ
  c : ℝ
  b : ℝ
  left : Finset ℝ
  right : Finset ℝ
  left_mem : ∀ x ∈ left, a ≤ x ∧ x < c
  right_mem : ∀ x ∈ right, c < x ∧ x ≤ b
  left_ne : left.Nonempty
  right_ne : right.Nonempty
  u : ℝ → ℝ
  v : ℝ → ℝ
  u_pos : ∀ x ∈ insert c left, 0 < u x
  v_pos : ∀ x ∈ insert c right, 0 < v x
```

For a node set \(S\), the Lagrange function of \(p\) is

\[ \ell^S_p(x)=\prod_{d\in S,\ d\neq p}\frac{x-d}{p-d}. \]

```lean
/-- The Lagrange function of the node `p` for the node set `S`, evaluated at `x`. -/
def lagrange (S : Finset ℝ) (p x : ℝ) : ℝ := ∏ d ∈ S.erase p, (x - d) / (p - d)
```

The set of all distinct nodes is \(N=\{c\}\cup L\cup R\).

```lean
namespace Mesh

variable (M : Mesh)

/-- All distinct nodes of the two elements. -/
def nodes : Finset ℝ := insert M.c (M.left ∪ M.right)
```

The composite quadrature \(Q\) adds the two element rules, so it samples \(c\) twice:

\[ Q(f)=\sum_{x\in L\cup\{c\}}u(x)f(x)+\sum_{x\in R\cup\{c\}}v(x)f(x). \]

```lean
/-- The composite quadrature: the sum of the two element rules, each of which samples `c`. -/
def quad (f : ℝ → ℝ) : ℝ :=
  ∑ x ∈ insert M.c M.left, M.u x * f x + ∑ x ∈ insert M.c M.right, M.v x * f x
```

The assembled weight \(W_p\) is \(u(p)\) left of \(c\), \(v(p)\) right of it, and \(u(c)+v(c)\) at \(c\).

```lean
/-- The assembled weight of a node; at the shared node the two end weights add. -/
def weight (p : ℝ) : ℝ :=
  if p < M.c then M.u p else if p = M.c then M.u M.c + M.v M.c else M.v p
```

The glued function \(s_p\) (`shape`) is the Lagrange function on each element containing \(p\), and zero elsewhere. The basis function is \(\chi_p=s_p/\sqrt{W_p}\), and the bridge function is \(\chi_c\).

```lean
/-- The unnormalised function of the node `p`: the Lagrange function on each element that
contains `p`, and zero elsewhere. -/
def shape (p x : ℝ) : ℝ :=
  if M.a ≤ x ∧ x ≤ M.c then (if p ≤ M.c then lagrange (insert M.c M.left) p x else 0)
  else if M.c ≤ x ∧ x ≤ M.b then (if M.c ≤ p then lagrange (insert M.c M.right) p x else 0)
  else 0

/-- The weight-normalised basis function of a node `p` of the mesh. -/
def basis (p x : ℝ) : ℝ := M.shape p x / Real.sqrt (M.weight p)

/-- The bridge function, which belongs to the shared node `c`. -/
def bridge : ℝ → ℝ := M.basis M.c
```

Two numbers, \(\sigma_-\) (`leftSlope`) and \(\sigma_+\) (`rightSlope`), are defined as plain sums over nodes. That they are slopes has to be shown.

```lean
/-- The sum of `1 / (c - d)` over the other left nodes `d`, divided by the root of the
assembled weight at `c`. -/
def leftSlope : ℝ := (∑ d ∈ M.left, 1 / (M.c - d)) / Real.sqrt (M.weight M.c)

/-- The sum of `1 / (c - d)` over the other right nodes `d`, divided by the root of the
assembled weight at `c`. -/
def rightSlope : ℝ := (∑ d ∈ M.right, 1 / (M.c - d)) / Real.sqrt (M.weight M.c)

end Mesh
```

## (a) Lagrange functions at the nodes

Show that for every \(q\in S\)

\[ \ell^S_p(q)=\delta_{pq}. \]

If \(q=p\), every factor is \((p-d)/(p-d)=1\). If \(q\ne p\), then \(d=q\) occurs in the product and its factor vanishes. The Lean proof splits into the same two cases.

```lean
/-- At the nodes of its element, a Lagrange function is one at its own node and zero at
the others. -/
theorem lagrange_node (S : Finset ℝ) (p : ℝ) {q : ℝ} (hq : q ∈ S) :
    lagrange S p q = if p = q then 1 else 0 := by
  unfold lagrange
  by_cases h : p = q
  · rw [if_pos h, ← h]
    exact Finset.prod_eq_one fun d hd =>
      div_self (sub_ne_zero.2 (Finset.ne_of_mem_erase hd).symm)
  · rw [if_neg h]
    exact Finset.prod_eq_zero (Finset.mem_erase.2 ⟨Ne.symm h, hq⟩) (by simp)
```

## (b) The slope at the function's own node

Let \(s\) be a finite set of nodes without \(c\), and let \(\ell_c\) be the Lagrange function of \(c\) for \(s\cup\{c\}\). Show that

\[ \ell_c'(c)=\sum_{d\in s}\frac{1}{c-d}. \]

The product rule gives

\[ \ell_c'(x)=\sum_{d\in s}\frac{1}{c-d}\prod_{e\in s,\ e\ne d}\frac{x-e}{c-e}, \]

and at \(x=c\) every remaining factor is one. Lean adds the nodes one at a time by induction, applying the two-factor product rule at each step. `HasDerivAt` says both that the derivative exists and that it has this value.

```lean
/-- The slope of a Lagrange function at its own node `c` is the sum of `1 / (c - d)` over
the other nodes `d`. -/
theorem hasDerivAt_lagrange {s : Finset ℝ} {c : ℝ} (h : c ∉ s) :
    HasDerivAt (fun x => lagrange (insert c s) c x) (∑ d ∈ s, 1 / (c - d)) c := by
  simp only [lagrange, Finset.erase_insert h]
  induction s using Finset.induction_on with
  | empty => simpa using hasDerivAt_const c (1 : ℝ)
  | insert b s hb ih =>
    have hcb : c - b ≠ 0 := sub_ne_zero.2 (fun e => h (by simp [e]))
    have hs : c ∉ s := fun e => h (Finset.mem_insert_of_mem e)
    have h1 : ∏ d ∈ s, (c - d) / (c - d) = 1 :=
      Finset.prod_eq_one fun d hd => div_self (sub_ne_zero.2 fun e => hs (e ▸ hd))
    have h2 : HasDerivAt (fun x : ℝ => (x - b) / (c - b)) (1 / (c - b)) c :=
      ((hasDerivAt_id' c).sub_const b).div_const (c - b)
    -- product rule, all factors being one at `c`
    simp only [Finset.prod_insert hb, Finset.sum_insert hb]
    refine (h2.fun_mul (ih hs)).congr_deriv ?_
    simp only [h1, div_self hcb]
    ring
```

## (c) Ordering and positive weights

Show that \(c\) lies in neither \(L\) nor \(R\), and that

\[ a<c<b,\qquad W_p>0\quad(p\in N). \]

Some \(x\in L\) satisfies \(a\le x<c\), and some \(y\in R\) satisfies \(c<y\le b\), which gives the ordering. Since these inequalities are strict at \(c\), it belongs to neither set. Each \(W_p\) is one positive weight or, at \(c\), the sum of two, so \(\sqrt{W_p}\) is a valid normalisation.

```lean
namespace Mesh

variable (M : Mesh)

lemma a_lt_c : M.a < M.c := by
  obtain ⟨x, hx⟩ := M.left_ne
  exact lt_of_le_of_lt (M.left_mem x hx).1 (M.left_mem x hx).2

lemma c_lt_b : M.c < M.b := by
  obtain ⟨x, hx⟩ := M.right_ne
  exact lt_of_lt_of_le (M.right_mem x hx).1 (M.right_mem x hx).2

lemma c_notMem_left : M.c ∉ M.left := fun h => lt_irrefl _ (M.left_mem _ h).2

lemma c_notMem_right : M.c ∉ M.right := fun h => lt_irrefl _ (M.right_mem _ h).1

lemma weight_pos {p : ℝ} (hp : p ∈ M.nodes) : 0 < M.weight p := by
  simp only [nodes, Finset.mem_insert, Finset.mem_union] at hp
  rcases hp with h | h | h
  · rw [h, weight, if_neg (lt_irrefl _), if_pos rfl]
    exact add_pos (M.u_pos _ (Finset.mem_insert_self _ _))
      (M.v_pos _ (Finset.mem_insert_self _ _))
  · rw [weight, if_pos (M.left_mem p h).2]
    exact M.u_pos _ (Finset.mem_insert_of_mem h)
  · have hc := (M.right_mem p h).1
    rw [weight, if_neg (lt_asymm hc), if_neg (ne_of_gt hc)]
    exact M.v_pos _ (Finset.mem_insert_of_mem h)
```

## (d) Glued functions at the nodes

Show that for every \(q\in N\)

\[ s_p(q)=\delta_{pq}. \]

If \(q\in L\cup\{c\}\), the left branch of the definition applies. For \(p\le c\) it is a Lagrange function and (a) gives the result. For \(p>c\) it is zero, as it should be, because \(p\neq q\). The case \(q\in R\) is the mirror image. `shape_node` follows these branches with `if_pos` and `if_neg`.

```lean
/-- At every node of the mesh, the glued function of `p` is one if that node is `p` and
zero otherwise. -/
theorem shape_node (p : ℝ) {q : ℝ} (hq : q ∈ M.nodes) :
    M.shape p q = if p = q then 1 else 0 := by
  have hq' : q ∈ insert M.c M.left ∨ q ∈ M.right := by
    simp only [nodes, Finset.mem_insert, Finset.mem_union] at hq ⊢
    tauto
  unfold shape
  rcases hq' with h | h
  · have hI : M.a ≤ q ∧ q ≤ M.c := by
      rcases Finset.mem_insert.1 h with e | e
      · rw [e]
        exact ⟨M.a_lt_c.le, le_rfl⟩
      · exact ⟨(M.left_mem q e).1, (M.left_mem q e).2.le⟩
    rw [if_pos hI]
    by_cases hp : p ≤ M.c
    · rw [if_pos hp, lagrange_node _ _ h]
    · have hne : p ≠ q := fun e => hp (le_of_eq_of_le e hI.2)
      rw [if_neg hp, if_neg hne]
  · have hI := M.right_mem q h
    rw [if_neg (fun e => not_le_of_gt hI.1 e.2), if_pos ⟨hI.1.le, hI.2⟩]
    by_cases hp : M.c ≤ p
    · rw [if_pos hp, lagrange_node _ _ (Finset.mem_insert_of_mem h)]
    · have hne : p ≠ q := fun e => hp (le_of_le_of_eq hI.1.le e.symm)
      rw [if_neg hp, if_neg hne]
```

## (e) One sum over distinct nodes

Show that for every real function \(f\)

\[ Q(f)=\sum_{p\in N}W_p\,f(p). \]

Separate the two terms at \(c\):

\[ Q(f)=\sum_{x\in L}u(x)f(x)+\sum_{x\in R}v(x)f(x)+\bigl(u(c)+v(c)\bigr)f(c). \]

The sets \(L\), \(R\) and \(\{c\}\) are disjoint, and the coefficients are the assembled weights. In Lean, `h1`, `h2` and `h3` identify the coefficients on the three parts.

```lean
/-- The two element rules merge into one sum over the distinct nodes with the assembled
weights. -/
theorem quad_eq (f : ℝ → ℝ) : M.quad f = ∑ p ∈ M.nodes, M.weight p * f p := by
  have hdis : Disjoint M.left M.right := Finset.disjoint_left.2 fun x h1 h2 =>
    lt_asymm (M.left_mem x h1).2 (M.right_mem x h2).1
  have hc : M.c ∉ M.left ∪ M.right := by
    simp [M.c_notMem_left, M.c_notMem_right]
  have h1 : ∑ x ∈ M.left, M.weight x * f x = ∑ x ∈ M.left, M.u x * f x :=
    Finset.sum_congr rfl fun x hx => by rw [weight, if_pos (M.left_mem x hx).2]
  have h2 : ∑ x ∈ M.right, M.weight x * f x = ∑ x ∈ M.right, M.v x * f x :=
    Finset.sum_congr rfl fun x hx => by
      have h := (M.right_mem x hx).1
      rw [weight, if_neg (lt_asymm h), if_neg (ne_of_gt h)]
  have h3 : M.weight M.c = M.u M.c + M.v M.c := by simp [weight]
  unfold quad nodes
  rw [Finset.sum_insert M.c_notMem_left, Finset.sum_insert M.c_notMem_right,
    Finset.sum_insert hc, Finset.sum_union hdis, h1, h2, h3]
  ring
```

## (f) The potential matrix

Show that for every \(V:\mathbb R\to\mathbb R\) and all \(p,q\in N\)

\[ Q(\chi_pV\chi_q)=V(p)\,\delta_{pq}. \]

By (d), \(\chi_p(r)=\delta_{pr}/\sqrt{W_p}\) at each node \(r\). With (e),

\[ Q(\chi_pV\chi_q)=\sum_{r\in N}W_r\frac{\delta_{pr}}{\sqrt{W_p}}V(r)\frac{\delta_{qr}}{\sqrt{W_q}}
=\frac{W_p}{\sqrt{W_p}\sqrt{W_q}}V(p)\,\delta_{pq}=V(p)\,\delta_{pq}. \]

`Finset.sum_eq_single p` reduces the sum to its term at \(p\), and the `calc` block cancels the weight. No smoothness of \(V\) is needed, since only its node values enter.

```lean
/-- Under the composite quadrature a local potential `V` is diagonal in the basis, and its
diagonal entries are its values at the nodes. -/
theorem potential_matrix (V : ℝ → ℝ) : ∀ p ∈ M.nodes, ∀ q ∈ M.nodes,
    M.quad (fun x => M.basis p x * V x * M.basis q x) = if p = q then V p else 0 := by
  intro p hp q _
  -- only the node `p` contributes to the sum
  rw [M.quad_eq, Finset.sum_eq_single p]
  · simp only [basis, M.shape_node _ hp]
    by_cases h : p = q
    · subst h
      have hW := M.weight_pos hp
      have hs : Real.sqrt (M.weight p) ≠ 0 := (Real.sqrt_pos.2 hW).ne'
      simp only [if_true]
      calc M.weight p * (1 / Real.sqrt (M.weight p) * V p * (1 / Real.sqrt (M.weight p)))
          = (Real.sqrt (M.weight p) * Real.sqrt (M.weight p)) *
            (1 / Real.sqrt (M.weight p) * V p * (1 / Real.sqrt (M.weight p))) := by
            rw [Real.mul_self_sqrt hW.le]
        _ = V p := by field_simp
    · simp [h, Ne.symm h]
  · intro r hr hrp
    simp [basis, M.shape_node p hr, Ne.symm hrp]
  · intro h
    exact absurd hp h
```

## (g) The two slopes of the bridge

Show that the left and right derivatives of \(\chi_c\) at \(c\) are

\[ \sigma_-=\frac{1}{\sqrt{W_c}}\sum_{d\in L}\frac1{c-d}>0,\qquad
\sigma_+=\frac{1}{\sqrt{W_c}}\sum_{d\in R}\frac1{c-d}<0. \]

On each element \(\chi_c\) is that element's Lagrange function of \(c\) divided by \(\sqrt{W_c}\), so (b) gives both values. On the left every \(c-d\) is positive, on the right every one is negative, and neither sum is empty.

One-sided derivatives appear in Lean as `HasDerivWithinAt` on the half-lines `Set.Iic M.c` and `Set.Ici M.c`. The facts `hL` and `hR` state the element formulas. The derivative is first taken within the element and then carried to the half-line, which agrees with the element near \(c\).

```lean
/-- The bridge function has the one-sided derivatives `leftSlope` and `rightSlope` at the
shared node; the first is positive and the second negative. -/
theorem bridge_slopes :
    (HasDerivWithinAt M.bridge M.leftSlope (Set.Iic M.c) M.c ∧ 0 < M.leftSlope) ∧
    (HasDerivWithinAt M.bridge M.rightSlope (Set.Ici M.c) M.c ∧ M.rightSlope < 0) := by
  have hW : 0 < Real.sqrt (M.weight M.c) :=
    Real.sqrt_pos.2 (M.weight_pos (Finset.mem_insert_self _ _))
  have hL : ∀ x ∈ Set.Icc M.a M.c, M.bridge x =
      lagrange (insert M.c M.left) M.c x / Real.sqrt (M.weight M.c) := by
    intro x hx
    have hx' : M.a ≤ x ∧ x ≤ M.c := hx
    rw [bridge, basis, shape, if_pos hx', if_pos le_rfl]
  have hR : ∀ x ∈ Set.Icc M.c M.b, M.bridge x =
      lagrange (insert M.c M.right) M.c x / Real.sqrt (M.weight M.c) := by
    intro x hx
    have hx' : M.c ≤ x ∧ x ≤ M.b := hx
    by_cases h : M.a ≤ x ∧ x ≤ M.c
    · -- the elements meet only at `c`, where both Lagrange functions are one
      have e : x = M.c := le_antisymm h.2 hx'.1
      rw [hL x h, e, lagrange_node _ _ (Finset.mem_insert_self _ _),
        lagrange_node _ _ (Finset.mem_insert_self _ _)]
    · rw [bridge, basis, shape, if_neg h, if_pos hx', if_pos le_rfl]
  refine ⟨⟨?_, ?_⟩, ⟨?_, ?_⟩⟩
  · have hd := ((hasDerivAt_lagrange M.c_notMem_left).div_const
      (Real.sqrt (M.weight M.c))).hasDerivWithinAt (s := Set.Icc M.a M.c)
    exact (hd.congr hL (hL _ ⟨M.a_lt_c.le, le_rfl⟩)).mono_of_mem_nhdsWithin
      (Filter.mem_of_superset (inter_mem_nhdsWithin (Set.Iic M.c) (Ioi_mem_nhds M.a_lt_c))
        (fun x hx => ⟨le_of_lt hx.2, hx.1⟩))
  · exact div_pos (Finset.sum_pos (fun d hd =>
      one_div_pos.2 (sub_pos.2 (M.left_mem d hd).2)) M.left_ne) hW
  · have hd := ((hasDerivAt_lagrange M.c_notMem_right).div_const
      (Real.sqrt (M.weight M.c))).hasDerivWithinAt (s := Set.Icc M.c M.b)
    exact (hd.congr hR (hR _ ⟨le_rfl, M.c_lt_b.le⟩)).mono_of_mem_nhdsWithin
      (Filter.mem_of_superset (inter_mem_nhdsWithin (Set.Ici M.c) (Iio_mem_nhds M.c_lt_b))
        (fun x hx => ⟨hx.1, le_of_lt hx.2⟩))
  · have h : 0 < ∑ d ∈ M.right, -(1 / (M.c - d)) := Finset.sum_pos (fun d hd =>
      neg_pos.2 (one_div_neg.2 (sub_neg.2 (M.right_mem d hd).1))) M.right_ne
    rw [Finset.sum_neg_distrib] at h
    exact div_neg_of_neg_of_pos (neg_pos.1 h) hW
```

## (h) Orthonormality and continuity

Show that for all \(p,q\in N\)

\[ Q(\chi_p\chi_q)=\delta_{pq},\qquad \lim_{x\to c}\chi_c(x)=\chi_c(c). \]

Setting \(V=1\) in (f) gives the first equation. For the second, a one-sided derivative implies continuity from that side, and (g) supplies both sides. The theorem joins these two statements to (f) and (g).

Orthonormality here refers to \(Q\). Passing to the true overlap integrals is a further step: it needs an estimate of the quadrature error, and the hypotheses on the weights demand only positivity.

```lean
/-- Under the composite quadrature, the basis of two adjacent elements is orthonormal and every
local potential is diagonal in it. Its bridge function is continuous at the shared node, with
positive left slope and negative right slope. -/
theorem two_element_dvr :
    (∀ p ∈ M.nodes, ∀ q ∈ M.nodes,
      M.quad (fun x => M.basis p x * M.basis q x) = if p = q then 1 else 0) ∧
    (∀ V : ℝ → ℝ, ∀ p ∈ M.nodes, ∀ q ∈ M.nodes,
      M.quad (fun x => M.basis p x * V x * M.basis q x) = if p = q then V p else 0) ∧
    ContinuousAt M.bridge M.c ∧
    (HasDerivWithinAt M.bridge M.leftSlope (Set.Iic M.c) M.c ∧ 0 < M.leftSlope) ∧
    (HasDerivWithinAt M.bridge M.rightSlope (Set.Ici M.c) M.c ∧ M.rightSlope < 0) := by
  refine ⟨fun p hp q hq => ?_, M.potential_matrix, ?_, M.bridge_slopes⟩
  · -- orthonormality is the case of the constant potential one
    simpa only [mul_one] using M.potential_matrix (fun _ => 1) p hp q hq
  · exact continuousAt_iff_continuous_left_right.2
      ⟨M.bridge_slopes.1.1.continuousWithinAt, M.bridge_slopes.2.1.continuousWithinAt⟩
```

## (i) The kink

Show that \(\chi_c\) has no derivative at \(c\), because

\[ \sigma_-\neq\sigma_+. \]

A two-sided derivative would equal both one-sided ones, hence be positive and negative at once. Lean obtains the two equalities `e1` and `e2` from the uniqueness of derivatives on a half-line, and `linarith` finds the contradiction.

For the kinetic energy, this is why one integrates products of first derivatives: a second derivative taken separately inside each element would miss the jump in slope at \(c\).

```lean
/-- The bridge function is not differentiable at the shared node. -/
theorem bridge_kink : ¬ DifferentiableAt ℝ M.bridge M.c := by
  intro h
  obtain ⟨⟨hl, hl0⟩, ⟨hr, hr0⟩⟩ := M.bridge_slopes
  -- a derivative would equal both one-sided slopes
  have e1 := (uniqueDiffOn_Iic M.c M.c (Set.mem_Iic.2 le_rfl)).eq_deriv _ hl
    h.hasDerivAt.hasDerivWithinAt
  have e2 := (uniqueDiffOn_Ici M.c M.c (Set.mem_Ici.2 le_rfl)).eq_deriv _ hr
    h.hasDerivAt.hasDerivWithinAt
  linarith

end Mesh

end

end TwoElementDVR
```

```lean
#print axioms TwoElementDVR.Mesh.two_element_dvr
#print axioms TwoElementDVR.Mesh.bridge_kink
```

```
'TwoElementDVR.Mesh.two_element_dvr' depends on axioms: [propext, Classical.choice, Quot.sound]
'TwoElementDVR.Mesh.bridge_kink' depends on axioms: [propext, Classical.choice, Quot.sound]
```

## Smallest case: linear elements

Take \(L=\{a\}\), \(R=\{b\}\), equal element lengths \(h\), and trapezoidal weights \(h/2\). Then \(W_c=h\), and the bridge is the hat function of linear finite elements divided by \(\sqrt h\), with slopes \(\pm h^{-3/2}\).

This case also shows the quadrature error. The exact overlap of \(\chi_a\) and \(\chi_c\) is

\[ \int_a^c\chi_a\chi_c\,dx=\frac{h/6}{\sqrt{h/2}\,\sqrt h}=\frac{\sqrt2}{6}, \]

whereas \(Q\) gives zero. For the unnormalised hat functions \(s_p\), the overlap under \(Q\) is diagonal with entries \(W_p\), that is \(h/2,\,h,\,h/2\); this is the lumped mass matrix of linear finite elements. Dividing by the roots of the weights turns it into the identity.
